# Second-order spin-orbit anisotropy changes sign when the spin-conserving and spin-flip gaps cross

Take one electron that can be excited from its orbital to one empty orbital. If a second-order estimate of the magnetic anisotropy keeps only the spin-conserving excitation, it always favours spins along the spin-orbit vector w. When the spin-flip excitation costs less, that prediction is backwards. The model here includes both, for one-electron excitations with fixed gaps and a real vector w.

```lean
import Mathlib

open Matrix

namespace SpinOrbitAnisotropy

noncomputable section
```

For real orbitals, the spin-orbit matrix element between an occupied and an empty orbital is i w·σ, with w real. The factor i drops out of squared moduli. With components 0, 1, 2 standing for x, y, z,

w·σ = w₀σₓ + w₁σᵧ + w₂σ_z.

```lean
/-- The spin operator `w · σ` for a real vector `w`, written out in the Pauli matrices. -/
def pauliDot (w : Fin 3 → ℝ) : Matrix (Fin 2) (Fin 2) ℂ :=
  !![(w 2 : ℂ), (w 0 : ℂ) - w 1 * Complex.I; (w 0 : ℂ) + w 1 * Complex.I, -(w 2 : ℂ)]
```

The orbital part is already in w, so only the spin matrix element remains. The inner product conjugates its first argument:

⟨a, (w·σ)b⟩ = a†(w·σ)b.

```lean
/-- The matrix element `⟨a, (w · σ) b⟩` of the spin-orbit coupling between two spinors. -/
def coupling (w : Fin 3 → ℝ) (a b : Fin 2 → ℂ) : ℂ :=
  star a ⬝ᵥ (pauliDot w *ᵥ b)
```

The initial spinor c is polarized along n, and d is the opposite spin state:

⟨c,c⟩ = ⟨d,d⟩ = 1, ⟨d,c⟩ = 0, (n·σ)c = c.

The last equation forces |n| = 1, because (n·σ)² = |n|².

```lean
/-- Two orthonormal spinors `c`, `d`, of which `c` is polarized along `n`: `(n · σ) c = c`. -/
structure IsSpinFrame (n : Fin 3 → ℝ) (c d : Fin 2 → ℂ) : Prop where
  norm_c : star c ⬝ᵥ c = 1
  norm_d : star d ⬝ᵥ d = 1
  orth : star d ⬝ᵥ c = 0
  polarized : pauliDot n *ᵥ c = c
```

An excitation to the empty orbital costs D if the spin stays c and F if it flips to d. These gaps are inputs; their difference stands for effects such as exchange splitting by other electrons. For a lone electron in zero magnetic field, D = F and the anisotropy vanishes. Second-order perturbation theory gives

E = −( |⟨c,(w·σ)c⟩|²/D + |⟨d,(w·σ)c⟩|²/F ).

The definition takes this expression as its starting point.

```lean
/-- The second-order spin-orbit energy of the spinor `c`, with gap `D` for excitations that
conserve the spin and gap `F` for those that flip it to `d`; meant for nonzero `D` and `F`. -/
def soEnergy (w : Fin 3 → ℝ) (D F : ℝ) (c d : Fin 2 → ℂ) : ℝ :=
  -(‖coupling w c c‖ ^ 2 / D + ‖coupling w d c‖ ^ 2 / F)
```

For several channels k, each with its own w_k, D_k and F_k, the direction dependence will be collected in

A_ij = Σ_k (F_k − D_k)/(D_k F_k) · w_k,i w_k,j.

```lean
/-- The anisotropy tensor of a set of excitation channels `k` with spin-orbit vectors `w k`,
spin-conserving gaps `D k` and spin-flip gaps `F k`; meant for nonzero gaps. -/
def anisotropyTensor {ι : Type*} [Fintype ι] (w : ι → Fin 3 → ℝ) (D F : ι → ℝ) :
    Matrix (Fin 3) (Fin 3) ℝ :=
  Matrix.of fun i j => ∑ k, (F k - D k) / (D k * F k) * (w k i * w k j)
```

Since w is real and the Pauli matrices are Hermitian,

(w·σ)† = w·σ,

which Lean checks entry by entry.

```lean
/-- The operator `w · σ` is Hermitian for real `w`. -/
theorem pauliDot_hermitian (w : Fin 3 → ℝ) : (pauliDot w)ᴴ = pauliDot w := by
  ext i j
  fin_cases i <;> fin_cases j <;> simp [pauliDot, Matrix.conjTranspose_apply]
  ring
```

Multiplying σᵢσⱼ + σⱼσᵢ = 2δᵢⱼ by aᵢbⱼ and summing gives

(a·σ)(b·σ) + (b·σ)(a·σ) = 2(a·b)·1.

Lean again compares the four entries, using I² = −1.

```lean
/-- The anticommutator of `a · σ` and `b · σ` is `2 a · b` times the identity. -/
theorem pauliDot_anticomm (a b : Fin 3 → ℝ) :
    pauliDot a * pauliDot b + pauliDot b * pauliDot a
      = (2 * ((a ⬝ᵥ b : ℝ) : ℂ)) • (1 : Matrix (Fin 2) (Fin 2) ℂ) := by
  ext i j
  fin_cases i <;> fin_cases j <;>
    simp [pauliDot, Fin.sum_univ_three, dotProduct] <;>
    ring_nf <;> simp only [Complex.I_sq] <;> ring
```

Set a = w, b = n and take the expectation value in c. In the first product n·σ acts on c to the right; in the second it acts to the left, where c† (n·σ) = c† by hermiticity (`hl`). Both terms equal ⟨c,(w·σ)c⟩, so

2⟨c,(w·σ)c⟩ = 2 w·n.

```lean
/-- In a normalised spinor `c` polarized along `n`, belonging to a spin frame `c`, `d`, the
expectation value of `w · σ` is `w · n`. -/
theorem coupling_conserving {n : Fin 3 → ℝ} {c d : Fin 2 → ℂ} (hs : IsSpinFrame n c d)
    (w : Fin 3 → ℝ) : coupling w c c = ((w ⬝ᵥ n : ℝ) : ℂ) := by
  -- the polarized spinor is also a left eigenvector of `n · σ`
  have hl : star c ᵥ* pauliDot n = star c := by
    have h := Matrix.star_mulVec (pauliDot n) c
    rw [hs.polarized, pauliDot_hermitian] at h
    exact h.symm
  -- take the expectation value of the anticommutator
  have h := congrArg (fun M : Matrix (Fin 2) (Fin 2) ℂ => star c ⬝ᵥ (M *ᵥ c))
    (pauliDot_anticomm w n)
  simp only [Matrix.add_mulVec, ← Matrix.mulVec_mulVec, dotProduct_add, Matrix.smul_mulVec,
    Matrix.one_mulVec, dotProduct_smul, hs.polarized, hs.norm_c, smul_eq_mul, mul_one] at h
  rw [Matrix.dotProduct_mulVec (star c) (pauliDot n), hl] at h
  unfold coupling
  linear_combination h / 2
```

The matrix U with columns c and d satisfies U†U = 1. It is square, so UU† = 1 as well, that is, cc† + dd† = 1. Hence, for any spinor v,

|⟨c,v⟩|² + |⟨d,v⟩|² = ⟨v,v⟩.

The step from U†U to UU† is `mul_eq_one_comm`; the entries `e00` to `e11` are then combined with the components of v.

```lean
/-- Two orthonormal spinors are complete: the squared overlaps of any spinor `v` with them
add up to its squared norm. -/
theorem spinor_completeness {n : Fin 3 → ℝ} {c d : Fin 2 → ℂ} (hs : IsSpinFrame n c d)
    (v : Fin 2 → ℂ) :
    ((‖star c ⬝ᵥ v‖ ^ 2 + ‖star d ⬝ᵥ v‖ ^ 2 : ℝ) : ℂ) = star v ⬝ᵥ v := by
  have nsq (z : ℂ) : ((‖z‖ ^ 2 : ℝ) : ℂ) = z * star z := by
    rw [Complex.star_def, Complex.mul_conj, Complex.normSq_eq_norm_sq]
  have hc := hs.norm_c
  have hd := hs.norm_d
  have hdc := hs.orth
  simp only [dotProduct, Fin.sum_univ_two, Pi.star_apply] at hc hd hdc
  have hcd : star (c 0) * d 0 + star (c 1) * d 1 = 0 := by
    have h := congrArg star hdc
    simp only [star_add, star_mul', star_star, star_zero] at h
    linear_combination h
  -- orthonormal rows of a square matrix give orthonormal columns
  have hU : !![star (c 0), star (c 1); star (d 0), star (d 1)] * !![c 0, d 0; c 1, d 1]
      = (1 : Matrix (Fin 2) (Fin 2) ℂ) := by
    rw [Matrix.mul_fin_two, hc, hd, hcd, hdc, Matrix.one_fin_two]
  have e := mul_eq_one_comm.mp hU
  rw [Matrix.mul_fin_two, Matrix.one_fin_two] at e
  have e00 : c 0 * star (c 0) + d 0 * star (d 0) = 1 :=
    congrArg (fun M : Matrix (Fin 2) (Fin 2) ℂ => M 0 0) e
  have e01 : c 0 * star (c 1) + d 0 * star (d 1) = 0 :=
    congrArg (fun M : Matrix (Fin 2) (Fin 2) ℂ => M 0 1) e
  have e10 : c 1 * star (c 0) + d 1 * star (d 0) = 0 :=
    congrArg (fun M : Matrix (Fin 2) (Fin 2) ℂ => M 1 0) e
  have e11 : c 1 * star (c 1) + d 1 * star (d 1) = 1 :=
    congrArg (fun M : Matrix (Fin 2) (Fin 2) ℂ => M 1 1) e
  rw [Complex.ofReal_add, nsq, nsq]
  simp only [dotProduct, Fin.sum_univ_two, Pi.star_apply, star_add, star_mul', star_star]
  linear_combination star (v 0) * v 0 * e00 + star (v 0) * v 1 * e01
    + star (v 1) * v 0 * e10 + star (v 1) * v 1 * e11
```

Choose v = (w·σ)c. Hermiticity and the anticommutator with a = b = w give

|⟨c,(w·σ)c⟩|² + |⟨d,(w·σ)c⟩|² = ⟨c,(w·σ)²c⟩ = |w|².

```lean
/-- Sum rule: for orthonormal spinors `c`, `d` with `c` polarized along some `n`, the
spin-conserving strength `|⟨c, (w · σ) c⟩|²` and the spin-flip strength `|⟨d, (w · σ) c⟩|²` add up
to `|w|²`. -/
theorem coupling_sum_rule {n : Fin 3 → ℝ} {c d : Fin 2 → ℂ} (hs : IsSpinFrame n c d)
    (w : Fin 3 → ℝ) : ‖coupling w c c‖ ^ 2 + ‖coupling w d c‖ ^ 2 = w ⬝ᵥ w := by
  have h := congrArg (fun M : Matrix (Fin 2) (Fin 2) ℂ => star c ⬝ᵥ (M *ᵥ c))
    (pauliDot_anticomm w w)
  simp only [Matrix.add_mulVec, ← Matrix.mulVec_mulVec, dotProduct_add, Matrix.smul_mulVec,
    Matrix.one_mulVec, dotProduct_smul, hs.norm_c, smul_eq_mul, mul_one] at h
  have hv := spinor_completeness hs (pauliDot w *ᵥ c)
  rw [Matrix.star_mulVec, pauliDot_hermitian, ← Matrix.dotProduct_mulVec] at hv
  apply Complex.ofReal_injective
  unfold coupling
  linear_combination hv + h / 2
```

The conserving strength is therefore (w·n)² and the flip strength |w|² − (w·n)². Inserting both,

E = −(w·n)²/D − (|w|² − (w·n)²)/F
  = −|w|²/F − (1/D − 1/F)(w·n)².

Lean writes the bracket as (F − D)/(DF) and needs only nonzero gaps.

```lean
/-- For nonzero gaps and orthonormal spinors `c`, `d` with `c` polarized along `n`, the second-order
spin-orbit energy of `c` is `-|w|²/F - (1/D - 1/F) (w · n)²`, with the bracket written as
`(F - D)/(D F)`. -/
theorem soEnergy_eq {n : Fin 3 → ℝ} {c d : Fin 2 → ℂ} (hs : IsSpinFrame n c d)
    (w : Fin 3 → ℝ) {D F : ℝ} (hD : D ≠ 0) (hF : F ≠ 0) :
    soEnergy w D F c d = -(w ⬝ᵥ w) / F - (F - D) / (D * F) * (w ⬝ᵥ n) ^ 2 := by
  have h1 : ‖coupling w c c‖ ^ 2 = (w ⬝ᵥ n) ^ 2 := by
    rw [coupling_conserving hs, Complex.norm_real, Real.norm_eq_abs, sq_abs]
  have h2 : ‖coupling w d c‖ ^ 2 = w ⬝ᵥ w - (w ⬝ᵥ n) ^ 2 := by
    linarith [coupling_sum_rule hs w]
  rw [soEnergy, h1, h2]
  field_simp
  ring
```

Now compare spin directions n and n′ at the same w and the same positive gaps:

E(n′) − E(n) = (F − D)/(DF) · [(w·n)² − (w·n′)²].

If n has the larger squared projection, the square bracket is positive. Then n is lower exactly when D < F, and n′ exactly when F < D. The identity is `key`; the rewrites after it remove the positive factors.

```lean
/-- Let the spin direction `n` have a larger squared projection on `w` than `n'`. For positive
gaps, `n` is lower in energy exactly when `D < F`, and `n'` is lower exactly when `F < D`. -/
theorem easy_direction_switches {n n' : Fin 3 → ℝ} {c d c' d' : Fin 2 → ℂ}
    (hs : IsSpinFrame n c d) (hs' : IsSpinFrame n' c' d') {w : Fin 3 → ℝ}
    (hw : (w ⬝ᵥ n') ^ 2 < (w ⬝ᵥ n) ^ 2) {D F : ℝ} (hD : 0 < D) (hF : 0 < F) :
    (soEnergy w D F c d < soEnergy w D F c' d' ↔ D < F) ∧
      (soEnergy w D F c' d' < soEnergy w D F c d ↔ F < D) := by
  have ht := sub_pos.mpr hw
  have hDF := mul_pos hD hF
  -- the energy difference is the gap factor times the difference of squared projections
  have key : soEnergy w D F c' d' - soEnergy w D F c d
      = (F - D) / (D * F) * ((w ⬝ᵥ n) ^ 2 - (w ⬝ᵥ n') ^ 2) := by
    rw [soEnergy_eq hs w hD.ne' hF.ne', soEnergy_eq hs' w hD.ne' hF.ne']
    ring
  have key' : soEnergy w D F c d - soEnergy w D F c' d'
      = (D - F) / (D * F) * ((w ⬝ᵥ n) ^ 2 - (w ⬝ᵥ n') ^ 2) := by
    linear_combination -key
  constructor
  · rw [← sub_pos, key, mul_pos_iff_of_pos_right ht, div_pos_iff_of_pos_right hDF, sub_pos]
  · rw [← sub_pos, key', mul_pos_iff_of_pos_right ht, div_pos_iff_of_pos_right hDF, sub_pos]
```

Summing over finitely many channels that share the frame c, d gives

Σ_k E_k = −Σ_k |w_k|²/F_k − nᵀAn.

```lean
/-- For several excitation channels with nonzero gaps, the total energy is a constant minus the
quadratic form of the anisotropy tensor in the spin direction `n`. -/
theorem total_soEnergy {ι : Type*} [Fintype ι] {n : Fin 3 → ℝ} {c d : Fin 2 → ℂ}
    (hs : IsSpinFrame n c d) (w : ι → Fin 3 → ℝ) {D F : ι → ℝ}
    (hD : ∀ k, D k ≠ 0) (hF : ∀ k, F k ≠ 0) :
    ∑ k, soEnergy (w k) (D k) (F k) c d
      = ∑ k, -(w k ⬝ᵥ w k) / F k - n ⬝ᵥ (anisotropyTensor w D F *ᵥ n) := by
  have hA : n ⬝ᵥ (anisotropyTensor w D F *ᵥ n)
      = ∑ k, (F k - D k) / (D k * F k) * (w k ⬝ᵥ n) ^ 2 := by
    simp only [dotProduct, Matrix.mulVec, anisotropyTensor, Matrix.of_apply,
      Fin.sum_univ_three, Finset.mul_sum, Finset.sum_mul, ← Finset.sum_add_distrib]
    exact Finset.sum_congr rfl fun k _ => by ring
  rw [hA, ← Finset.sum_sub_distrib]
  exact Finset.sum_congr rfl fun k _ => soEnergy_eq hs (w k) (hD k) (hF k)
```

To apply this model, one takes w_k from spin-orbit matrix elements and the gaps from orbital energy differences. All excited electrons must start in spin c, and both spin states of each target orbital must be empty. A half-filled target orbital blocks one of the two excitations and is not covered. Under these conditions the easy axis is the eigenvector of the largest eigenvalue of A, if that eigenvalue is nondegenerate. For the d orbitals xy and x²−y², coupled by ξ L·S, w is ±(0, 0, ξ). With ξ = 0.1 eV, D = 1 eV and F = 2 eV, the energy is −10 meV for spin along z and −5 meV in the plane; exchanging the gaps exchanges the two values.

Two explicit frames show that the comparison applies to actual spinors. For w along z, their squared projections are |w|² and (49/625)|w|².

```lean
/-- Two explicit spin frames: one polarized along `z`, one along `(24/25, 0, -7/25)`. -/
theorem isSpinFrame_witness :
    IsSpinFrame ![0, 0, 1] ![1, 0] ![0, 1] ∧
      IsSpinFrame ![24 / 25, 0, -7 / 25] ![3 / 5, 4 / 5] ![-4 / 5, 3 / 5] := by
  constructor
  · constructor
    · simp [dotProduct, Fin.sum_univ_two]
    · simp [dotProduct, Fin.sum_univ_two]
    · simp [dotProduct, Fin.sum_univ_two]
    · ext i
      fin_cases i <;> simp [pauliDot, Matrix.mulVec, dotProduct, Fin.sum_univ_two]
  · -- the components are real, so conjugation leaves their numerals unchanged
    have h3 : (starRingEnd ℂ) 3 = 3 := by apply Complex.ext <;> simp
    have h4 : (starRingEnd ℂ) 4 = 4 := by apply Complex.ext <;> simp
    have h5 : (starRingEnd ℂ) 5 = 5 := by apply Complex.ext <;> simp
    constructor
    · norm_num [dotProduct, Fin.sum_univ_two, h3, h4, h5]
    · norm_num [dotProduct, Fin.sum_univ_two, h3, h4, h5]
    · norm_num [dotProduct, Fin.sum_univ_two, h3, h4, h5]
    · ext i
      fin_cases i <;> simp [pauliDot, Matrix.mulVec, dotProduct, Fin.sum_univ_two] <;> norm_num

end

end SpinOrbitAnisotropy
```

```lean
#print axioms SpinOrbitAnisotropy.soEnergy_eq
#print axioms SpinOrbitAnisotropy.easy_direction_switches
#print axioms SpinOrbitAnisotropy.total_soEnergy
```

```
'SpinOrbitAnisotropy.soEnergy_eq' depends on axioms: [propext, Classical.choice, Quot.sound]
'SpinOrbitAnisotropy.easy_direction_switches' depends on axioms: [propext, Classical.choice, Quot.sound]
'SpinOrbitAnisotropy.total_soEnergy' depends on axioms: [propext, Classical.choice, Quot.sound]
```
